# For multiples of one harmonic-oscillator coordinate, the ground-state expectation of a product is the hafnian of the two-point function

Q: Take a harmonic oscillator in its ground state, with coordinate $q$, and add a small term $\lambda q^4$. If I replace $\langle q^4\rangle$ by $\langle q^2\rangle^2$, my first-order energy shift is a third of the correct one. Wick's theorem repairs this by summing over all ways to pair the four factors. Your Lean code, though, speaks of lists and polynomials. Where is the oscillator?

A: It enters in the second half. The first half is the algebra of the pairing sum. Let $c(x,y)$ be the contraction of labels $x$ and $y$. The sum over pairings, called the hafnian, can be built by contracting the first label with each later one:
$$\mathrm{haf}([\,])=1,\qquad \mathrm{haf}(x::L)=\sum_{j=0}^{|L|-1}c(x,L_j)\,\mathrm{haf}(L\text{ without position }j).$$
Here $x::L$ is the list with first entry $x$ and remainder $L$. In the code, `ι` is the type of labels and `R` is any commutative ring; for physics, read real or complex numbers.

```lean
import Mathlib

open Polynomial

namespace HafnianWick

noncomputable section

variable {ι R : Type*} [CommRing R]

/-- The hafnian of a list of labels with contraction `c`: the first label is contracted with
each later one in turn, and the remaining labels are contracted among themselves. -/
def haf (c : ι → ι → R) : List ι → R
  | [] => 1
  | x :: L => ∑ j : Fin L.length, c x (L.get j) * haf c (L.eraseIdx j)
termination_by L => L.length
decreasing_by
  simp only [List.length_cons]
  rw [List.length_eraseIdx]
  split <;> omega
```

Q: Textbooks take the hafnian of a symmetric matrix. You have a list, and I see no symmetry condition.

A: The list says which fields occur, and a label may occur twice, as in $q^4$. That is why `eraseIdx` deletes a position and not a value. Symmetry isn't needed because $c$ is always evaluated with the earlier label first, which also respects operator order.

Q: And the factor of three?

A: It is $1\cdot3$, the case $n=2$ of $(2n-1)!!=1\cdot3\cdots(2n-1)$. The code calls this product `pairings n`, with `pairings 0 = 1`. The name records its meaning, but the definition is just the product.

```lean
/-- The product `1 · 3 · 5 ⋯ (2n - 1)` of the first `n` odd numbers, written `(2n - 1)!!`. -/
def pairings : ℕ → ℕ
  | 0 => 1
  | n + 1 => (2 * n + 1) * pairings n

/-- The product of the first `n + 1` odd numbers is the double factorial `(2n + 1)!!`. -/
theorem pairings_succ (n : ℕ) : pairings (n + 1) = Nat.doubleFactorial (2 * n + 1) := by
  induction n with
  | zero => rfl
  | succ n ih =>
    rw [pairings, ih, show 2 * (n + 1) + 1 = 2 * n + 1 + 2 by ring,
      Nat.doubleFactorial_add_two]
```

The second of these identifies `pairings (n + 1)` with Mathlib's $(2n+1)!!$, by induction. The shifted index avoids a subtraction at $n=0$.

Q: What happens with an odd number of fields?

A: The hafnian is zero for every $c$. With one label, there is no partner and the sum is empty. With $2(n+1)+1$ labels, each term removes two and leaves $2n+1$, whose hafnian vanishes by induction.

```lean
/-- The hafnian of an odd number of labels vanishes, whatever the contraction. -/
theorem haf_odd (c : ι → ι → R) (n : ℕ) :
    ∀ L : List ι, L.length = 2 * n + 1 → haf c L = 0 := by
  induction n with
  | zero =>
    intro L hL
    cases L with
    | nil => simp at hL
    | cons x L =>
      rw [haf]
      refine Finset.sum_eq_zero fun j _ => ?_
      have := j.isLt
      rw [List.length_cons] at hL
      omega
  | succ n ih =>
    intro L hL
    cases L with
    | nil => simp at hL
    | cons x L =>
      rw [haf]
      refine Finset.sum_eq_zero fun j _ => ?_
      have hj := j.isLt
      rw [List.length_cons] at hL
      rw [ih _ (by rw [List.length_eraseIdx, if_pos hj]; omega), mul_zero]
```

The two cases of the induction are these two sentences. The `omega` calls do the counting of lengths.

Q: Now the even case. Why should all pairings contribute equally?

A: Start with a constant contraction $c=s$. For $2(n+1)$ labels, the first has $2n+1$ partners. Each contributes $s$ times the hafnian of $2n$ labels, so
$$(2n+1)\,s\cdot(2n-1)!!\,s^n=(2n+1)!!\,s^{n+1}.$$

```lean
/-- If every contraction has the same value `s`, the hafnian of `2n` labels is
`(2n - 1)!! sⁿ`. -/
theorem haf_const (s : R) (n : ℕ) :
    ∀ L : List ι, L.length = 2 * n → haf (fun _ _ => s) L = (pairings n : R) * s ^ n := by
  induction n with
  | zero =>
    intro L hL
    cases L with
    | nil => rw [haf]; simp [pairings]
    | cons x L => simp at hL
  | succ n ih =>
    intro L hL
    cases L with
    | nil => simp at hL
    | cons x L =>
      have hl : L.length = 2 * n + 1 := by
        rw [List.length_cons] at hL
        omega
      -- each of the 2n + 1 partners of the first label contributes equally
      have key : ∀ j : Fin L.length,
          haf (fun _ _ => s) (L.eraseIdx j) = (pairings n : R) * s ^ n := fun j =>
        ih _ (by rw [List.length_eraseIdx, if_pos j.isLt]; omega)
      rw [haf]
      simp only [key, Finset.sum_const, Finset.card_univ, Fintype.card_fin, nsmul_eq_mul]
      rw [hl, pairings]
      push_cast
      ring
```

In the proof, `key` gives the common value of the remaining hafnians, and `Finset.sum_const` turns the sum into a multiple.

Q: My contractions depend on the labels.

A: Then give each label an amplitude $u(x)$ and replace $c(x,y)$ by $u(x)u(y)c(x,y)$. In the term that pairs $x$ with $L_j$, the contraction supplies $u(x)u(L_j)$. By induction on length, the remaining hafnian supplies the amplitudes of all the other labels. Every term thus carries the same factor, the product over the whole list:
$$\mathrm{haf}_{u u c}(x::L)=\Big(u(x)\prod_{y\in L}u(y)\Big)\mathrm{haf}_c(x::L).$$

```lean
/-- The amplitude of one label times those of all the other labels is the product over the
whole list. -/
theorem prod_eraseIdx (u : ι → R) : ∀ (L : List ι) (j : Fin L.length),
    u (L.get j) * ((L.eraseIdx j).map u).prod = (L.map u).prod
  | [], j => j.elim0
  | x :: L, ⟨0, _⟩ => by simp
  | x :: L, ⟨k + 1, h⟩ => by
    have ih := prod_eraseIdx u L ⟨k, Nat.lt_of_succ_lt_succ h⟩
    simp only [List.get_eq_getElem, List.getElem_cons_succ, List.eraseIdx_cons_succ,
      List.map_cons, List.prod_cons] at ih ⊢
    linear_combination u x * ih

/-- Rescaling each label `x` by an amplitude `u x` multiplies the hafnian by the product of
all the amplitudes. -/
theorem haf_rescale (u : ι → R) (c : ι → ι → R) (L : List ι) :
    haf (fun x y => u x * u y * c x y) L = (L.map u).prod * haf c L := by
  induction h : L.length using Nat.strong_induction_on generalizing L with
  | _ n ih =>
    cases L with
    | nil => rw [haf, haf]; simp
    | cons x L =>
      rw [haf, haf, Finset.mul_sum]
      refine Finset.sum_congr rfl fun j _ => ?_
      have hlt : (L.eraseIdx j).length < n := by
        have hj := j.isLt
        rw [List.length_cons] at h
        rw [List.length_eraseIdx, if_pos hj]
        omega
      rw [ih _ hlt _ rfl]
      simp only [List.map_cons, List.prod_cons]
      rw [← prod_eraseIdx u L j]
      ring
```

The first lemma is the bookkeeping identity that $u(L_j)$ times the product over the other positions is the full product. The second uses strong induction, because the recursion shortens the list by two.

Rescaling the constant contraction $1$ and using the constant case gives, for a list of length $2n$,
$$c(x,y)=u(x)u(y)\quad\Longrightarrow\quad \mathrm{haf}(L)=(2n-1)!!\prod_{x\in L}u(x).$$

```lean
/-- For a factorised contraction `u x * u y`, the hafnian of `2n` labels is `(2n - 1)!!` times
the product of the amplitudes `u x`. -/
theorem haf_rank_one (u : ι → R) (n : ℕ) (L : List ι) (hL : L.length = 2 * n) :
    haf (fun x y => u x * u y) L = (pairings n : R) * (L.map u).prod := by
  have h := haf_rescale u (fun _ _ => 1) L
  simp only [mul_one] at h
  rw [h, haf_const (1 : R) n L hL, one_pow, mul_one, mul_comm]
```

Q: Show me numbers.

A: Take four labels with amplitudes $1,2,3,5$. Contracting the first label with each of the others gives
$$(1\cdot2)(3\cdot5)+(1\cdot3)(2\cdot5)+(1\cdot5)(2\cdot3)=30+30+30=90,$$
which is $3\cdot(1\cdot2\cdot3\cdot5)$.

Q: And if the contraction doesn't factorise?

A: Let $c$ be symmetric, equal to $1$ on the pairs $\{1,2\}$ and $\{3,4\}$ and $0$ on the other four pairs of distinct labels. This is what two independent oscillators would give, with two fields in each. The three pairings then contribute $1$, $0$ and $0$, so the hafnian is $1$. The pairings no longer contribute equally, and the factor of three is lost.

Q: Fine, but so far you have only evaluated a sum that you defined. Where do operators come in?

A: Represent the state $(a^\dagger)^k|0\rangle$ by the polynomial $X^k$. The vacuum is $1$, creation $a^\dagger$ multiplies by $X$, and annihilation $a_-$ is $s\,d/dX$. By the product rule,
$$[a_-,a^\dagger]=s,$$
so $s$ stands for the size of the commutator; the usual ladder operators have $s=1$. The field is $\varphi(x)=u(x)(a^\dagger+a_-)$. For the oscillator coordinate, with mass $m$ and frequency $\omega$, take $s=1$ and $u=\sqrt{\hbar/2m\omega}$.

```lean
/-- The field `a (a† + a₋)` of one bosonic mode with amplitude `a`, acting on polynomials:
creation `a†` multiplies by `X`, and annihilation `a₋` is `s` times the derivative. -/
def phi (s a : R) (p : R[X]) : R[X] := C a * (X * p + C s * derivative p)

/-- The vacuum expectation of a product of fields with amplitudes `u x`, `x` in `L`: the
constant coefficient of the product applied to the vacuum `1`. -/
def vev (s : R) (u : ι → R) (L : List ι) : R :=
  (L.foldr (fun x p => phi s (u x) p) 1).coeff 0
```

Beware of one letter: in `phi s a p`, `a` is the amplitude, not the annihilation operator, and `p` is the state acted on. In `vev`, `foldr` applies the last field in the list first, as in $\varphi(x_0)\varphi(x_1)\cdots|0\rangle$. Then `coeff 0` reads off the constant coefficient.

Q: I would have written $\langle0|\cdots|0\rangle$. There is no inner product here.

A: That identification is the step you supply as a physicist. With $\langle0|0\rangle=1$ and $\langle0|a^\dagger=0$, every $X^k$ with $k\ge1$ is orthogonal to the vacuum, so the overlap with $\langle0|$ is the constant coefficient. The states $X^k$ are not normalised in general: for $s>0$ their norm is $\sqrt{s^k k!}$. This doesn't affect the result, since only the component along the normalised vacuum is read.

Q: Do you then assume Wick's theorem for this model?

A: No, it is derived. Let $F_n=(a^\dagger+a_-)^n1$, and write a prime for $d/dX$. The claim is
$$F_{n+1}'=(n+1)F_n.$$
For $n=0$, $F_1=X$ and $F_1'=1$. For the next case, differentiate $F_{n+2}=XF_{n+1}+sF_{n+1}'$ and insert the claim for $n$:
$$F_{n+2}'=F_{n+1}+XF_{n+1}'+sF_{n+1}''=F_{n+1}+(n+1)(XF_n+sF_n')=(n+2)F_{n+1}.$$

```lean
/-- Differentiating the state made by `n + 1` unit fields from the vacuum removes one field,
with a factor `n + 1`. -/
theorem derivative_phi_pow (s : R) (n : ℕ) :
    derivative ((phi s 1)^[n + 1] 1) = C ((n : R) + 1) * (phi s 1)^[n] 1 := by
  induction n with
  | zero => simp [phi]
  | succ n ih =>
    have hF : (phi s 1)^[n + 1] 1 =
        X * (phi s 1)^[n] 1 + C s * derivative ((phi s 1)^[n] 1) := by
      rw [Function.iterate_succ_apply']
      simp only [phi, map_one, one_mul]
    have hD : ∀ p : R[X], derivative (phi s 1 p) =
        p + X * derivative p + C s * derivative (derivative p) := by
      intro p
      simp only [phi, map_one, one_mul, derivative_add, derivative_mul, derivative_X,
        derivative_C, zero_mul, zero_add]
    rw [Function.iterate_succ_apply' (phi s 1) (n + 1), hD, ih, derivative_mul,
      derivative_C, zero_mul, zero_add]
    simp only [Nat.cast_add, Nat.cast_one, map_add, map_one]
    linear_combination (-(C (n : R) + 1)) * hF
```

In the code, `(phi s 1)^[n] 1` is $F_n$: the unit field iterated $n$ times on the vacuum. The auxiliary `hD` is the product rule, and `hF` is the recursion that turns the last bracket into $F_{n+1}$.

Now put $X=0$ in $F_{m+2}=XF_{m+1}+sF_{m+1}'$:
$$F_{m+2}(0)=s(m+1)F_m(0).$$
Since $F_0(0)=1$ and $F_1(0)=0$, the moment of order $2n$ is $(2n-1)!!\,s^n$, and every odd moment is zero.

```lean
/-- The vacuum moments of the unit field: the moment of order `2n` is `(2n - 1)!! sⁿ`, and
that of order `2n + 1` is zero. -/
theorem vacuum_moments (s : R) (n : ℕ) :
    ((phi s 1)^[2 * n] 1).coeff 0 = (pairings n : R) * s ^ n ∧
      ((phi s 1)^[2 * n + 1] 1).coeff 0 = 0 := by
  have step : ∀ m : ℕ, ((phi s 1)^[m + 2] 1).coeff 0 =
      s * (((m : R) + 1) * ((phi s 1)^[m] 1).coeff 0) := by
    intro m
    rw [Function.iterate_succ_apply' (phi s 1) (m + 1), phi, derivative_phi_pow]
    simp only [map_one, one_mul, coeff_add, mul_coeff_zero, coeff_X_zero, zero_mul,
      zero_add, coeff_C_zero]
  induction n with
  | zero => constructor <;> simp [pairings, phi]
  | succ n ih =>
    constructor
    · rw [show 2 * (n + 1) = 2 * n + 2 by ring, step, ih.1, pairings]
      push_cast
      ring
    · rw [show 2 * (n + 1) + 1 = 2 * n + 1 + 2 by ring, step, ih.2, mul_zero, mul_zero]
```

The recursion is `step`, and the induction on $n$ carries the even and the odd moment together.

Q: Those are powers of one operator. I want different fields.

A: In this model they differ only by their amplitudes, which are numbers and commute with everything. So the product over a list $L$, applied to the vacuum, is $\big(\prod_{x\in L}u(x)\big)F_{|L|}$. For two fields,
$$\varphi(x)\varphi(y)1=u(x)u(y)(X^2+s),$$
so the two-point function is $s\,u(x)u(y)$. By the rescaling rule, its hafnian is $\prod_{x\in L}u(x)$ times the hafnian with constant contraction $s$. For $|L|=2n$ both sides equal $(2n-1)!!\,s^n\prod_{x\in L} u(x)$; for odd length both vanish.

```lean
/-- Wick's theorem for the fields `u x (a† + a₋)` of one bosonic mode, all multiples of one
operator: the vacuum expectation of a product of these fields is the hafnian of their two-point
function. -/
theorem wick_single_mode (s : R) (u : ι → R) (L : List ι) :
    vev s u L = haf (fun x y => vev s u [x, y]) L := by
  have h2 : (fun x y => vev s u [x, y]) = fun x y => u x * u y * s := by
    funext x y
    simp [vev, phi, mul_coeff_zero]
    ring
  -- the amplitudes factor out of the product of fields
  have hfold : ∀ K : List ι, K.foldr (fun x p => phi s (u x) p) 1 =
      C (K.map u).prod * (phi s 1)^[K.length] 1 := by
    intro K
    induction K with
    | nil => simp
    | cons x K ih =>
      rw [List.foldr_cons, ih, List.length_cons, Function.iterate_succ_apply']
      simp only [phi, List.map_cons, List.prod_cons, map_mul, map_one, one_mul,
        derivative_mul, derivative_C, zero_mul, zero_add]
      ring
  rw [h2, haf_rescale u (fun _ _ => s) L, vev, hfold, mul_coeff_zero, coeff_C_zero]
  obtain ⟨n, h | h⟩ := Nat.even_or_odd' L.length
  · rw [haf_const s n L h, h, (vacuum_moments s n).1]
  · rw [haf_odd (fun _ _ => s) n L h, h, (vacuum_moments s n).2]

end

end HafnianWick
```

```lean
#print axioms HafnianWick.pairings_succ
-- 'HafnianWick.pairings_succ' depends on axioms: [propext]
#print axioms HafnianWick.haf_rank_one
-- 'HafnianWick.haf_rank_one' depends on axioms: [propext, Classical.choice, Quot.sound]
#print axioms HafnianWick.wick_single_mode
-- 'HafnianWick.wick_single_mode' depends on axioms: [propext, Classical.choice, Quot.sound]
```

The steps `h2` and `hfold` are the two-point function and the extraction of amplitudes. The last lines split into even and odd length. In words, the theorem says that for every $s$, every amplitude function $u$ and every list $L$, `vev s u L` is the hafnian whose contraction is `vev s u [x, y]`. The contraction is computed in the same model and is not a separate input. The empty list is included, with value $1$ on both sides.

With $s=2$ and the amplitudes $1,2,3,5$, each two-point function doubles, and the four-point function is $2^2\cdot90=360$. The operator side agrees: $F_4(0)=3s^2=12$, and $12\cdot30=360$.

Q: Wick's theorem in my field theory course was about many modes and time ordering.

A: This is a much smaller statement. It has one mode, and creation and annihilation carry the same amplitude, so all the fields are multiples of one operator and commute. A coordinate at different times has opposite phases on $a^\dagger$ and $a_-$, and so doesn't fit this form in general. Nor does the theorem treat several modes, fermions, thermal states or the operator identity that expands a product into normal-ordered terms. On the other hand, the polynomial space is not truncated at any occupation number.

Q: So what may I use it for?

A: For ground-state averages of powers of the coordinate of a single harmonic mode, such as those in the first-order anharmonic correction to the ground-state energy of a molecular vibration. In your example, four equal labels give $\langle q^4\rangle=3\langle q^2\rangle^2$, so the shift is $3\lambda\langle q^2\rangle^2$.
